# Monotonicity and a linear bound in $w$ for the ground energy of a finite real symmetric Hamiltonian with $\operatorname{erf}(wr)/r$ repulsion

Let $H_0$ be a real symmetric matrix whose rows and columns are labelled by a finite, nonempty set of configurations of $N$ electrons in $\mathbb R^3$. Add to its diagonal the long-range repulsion $\sum_{j<k}\operatorname{erf}(w r_{jk})/r_{jk}$, where $r_{jk}$ is the distance between electrons $j$ and $k$ and a coincident pair contributes $2w/\sqrt\pi$. If $E(w)$ is the lowest eigenvalue of the sum, then for $w_1\le w_2$

$$0\;\le\;E(w_2)-E(w_1)\;\le\;\frac{N(N-1)\,(w_2-w_1)}{\sqrt\pi}.$$

In range-separated electronic structure methods $w$ sets how much of the Coulomb repulsion is assigned to the long-range part. The inequality limits how strongly the ground energy can respond to that choice in a finite model where $H_0$ does not itself depend on $w$ and antisymmetry is not imposed on the eigenvectors.

In Lean 4 with Mathlib:

```lean
import Mathlib

open Matrix

namespace RangeSeparatedGroundEnergy

noncomputable section

variable {ι : Type*} [Fintype ι] [DecidableEq ι] {N : ℕ}
```

The type `ι` labels the configurations, and `N` is the number of electrons.

## The interaction and its value at coincidence

The error function is defined by its integral,

$$\operatorname{erf}(x)=\frac{2}{\sqrt\pi}\int_0^x e^{-t^2}\,dt .$$

```lean
/-- The error function, `2/√π` times the integral of `exp(-t²)` from `0` to `x`. -/
def erf (x : ℝ) : ℝ := 2 / √Real.pi * ∫ t in (0 : ℝ)..x, Real.exp (-t ^ 2)
```

In atomic units the long-range part of the repulsion between two electrons at distance $r$ is $g_w(r)=\operatorname{erf}(wr)/r$, where $w$ is an inverse length. As $r\to0$ this tends to $2w/\sqrt\pi$, so the long-range interaction has no Coulomb singularity. The definition takes that limit as the value at $r=0$.

```lean
/-- The long-range interaction `erf(w r)/r` of two electrons at distance `r`, with the value
`2w/√π` at `r = 0`. -/
def lrKernel (w r : ℝ) : ℝ := if r = 0 then 2 * w / √Real.pi else erf (w * r) / r
```

For electrons at positions $x_j$, the repulsion is $V_w(x)=\sum_{j<k}g_w(|x_j-x_k|)$. The inner sum runs over `Finset.Iio k`, the indices below `k`, so each pair is counted once. `EuclideanSpace ℝ (Fin 3)` makes `dist` the ordinary Euclidean distance.

```lean
/-- The long-range repulsion of `N` electrons at positions `x`, summed over pairs `j < k`. -/
def pairRepulsion (w : ℝ) (x : Fin N → EuclideanSpace ℝ (Fin 3)) : ℝ :=
  ∑ k, ∑ j ∈ Finset.Iio k, lrKernel w (dist (x j) (x k))
```

## The Hamiltonian and its lowest eigenvalue

In a position representation the interaction is diagonal. With $X_i$ the $i$-th configuration, the Hamiltonian is

$$H(w)=H_0+\operatorname{diag}\bigl(V_w(X_i)\bigr)_i .$$

The matrix $H_0$ may hold a discretised kinetic energy and an external potential, but the only property used is that it is real and symmetric. The configurations need not form a grid or be distinct. Neither spin nor antisymmetry is built in, so the lowest eigenvalue can lie below the energy of every antisymmetric state. An effective potential or short-range functional that changes with $w$ would add its own contribution to the energy difference, and the model leaves it out.

```lean
/-- The Hamiltonian on the configurations `X i`: the matrix `H₀` plus the diagonal long-range
repulsion. -/
def hamiltonian (H₀ : Matrix ι ι ℝ) (X : ι → Fin N → EuclideanSpace ℝ (Fin 3)) (w : ℝ) :
    Matrix ι ι ℝ :=
  H₀ + diagonal (fun i => pairRepulsion w (X i))
```

A real number $\mu$ is an eigenvalue of $A$ when $Av=\mu v$ for some real vector $v\neq0$. In the code, `A *ᵥ v` is the matrix acting on the vector.

```lean
/-- The set of real eigenvalues of a matrix. -/
def energies (A : Matrix ι ι ℝ) : Set ℝ := {μ | ∃ v : ι → ℝ, v ≠ 0 ∧ A *ᵥ v = μ • v}
```

The ground energy is defined as the infimum of these eigenvalues. That it is itself an eigenvalue is proved below for symmetric matrices of nonzero size.

```lean
/-- The ground energy: the infimum of the real eigenvalues. -/
def groundEnergy (A : Matrix ι ι ℝ) : ℝ := sInf (energies A)
```

## A superposition of Gaussians

For $r\ne0$, the substitution $t=rs$ gives

$$\frac{\operatorname{erf}(wr)}{r}=\frac{1}{r}\,\frac{2}{\sqrt\pi}\int_0^{wr}e^{-t^2}\,dt=\frac{2}{\sqrt\pi}\int_0^{w}e^{-(rs)^2}\,ds .$$

At $r=0$ the last integrand is $1$ and the right-hand side is $2w/\sqrt\pi$, the value chosen above. One formula therefore serves both cases, and $w$ appears only as the upper limit of integration. The proof splits on `r = 0` and uses `integral_comp_mul_left` for the substitution.

```lean
/-- The long-range interaction is a superposition of Gaussians in the distance, at coincidence
as well as away from it. -/
theorem lrKernel_eq_integral (w r : ℝ) :
    lrKernel w r = 2 / √Real.pi * ∫ s in (0 : ℝ)..w, Real.exp (-(r * s) ^ 2) := by
  by_cases hr : r = 0
  · subst hr
    have h : (∫ s in (0 : ℝ)..w, Real.exp (-(0 * s) ^ 2)) = w := by simp
    rw [lrKernel, if_pos rfl, h]
    ring
  · -- substitute t = r s in the error function
    have h := intervalIntegral.integral_comp_mul_left (a := 0) (b := w)
      (fun t : ℝ => Real.exp (-t ^ 2)) hr
    rw [mul_zero, smul_eq_mul, mul_comm r w] at h
    rw [lrKernel, if_neg hr, erf, h]
    ring
```

Raising $w_1$ to $w_2$ extends the integral over a further interval:

$$g_{w_2}(r)-g_{w_1}(r)=\frac{2}{\sqrt\pi}\int_{w_1}^{w_2}e^{-(rs)^2}\,ds .$$

Since $0\le e^{-(rs)^2}\le1$, this difference lies between $0$ and $2(w_2-w_1)/\sqrt\pi$. In the proof, `hadd` joins the adjacent intervals, while `h0` and `h1` are the two bounds on the integral. The sign of $w$ plays no part, so the results hold for all real $w_1\le w_2$, although only $w\ge0$ describes a repulsion.

```lean
/-- When the range parameter grows from `w₁` to `w₂`, the interaction of a pair does not
decrease, and it grows by at most `2(w₂ - w₁)/√π`. -/
theorem lrKernel_increment {w₁ w₂ : ℝ} (h : w₁ ≤ w₂) (r : ℝ) :
    lrKernel w₁ r ≤ lrKernel w₂ r ∧
      lrKernel w₂ r ≤ lrKernel w₁ r + 2 * (w₂ - w₁) / √Real.pi := by
  have hc : Continuous (fun s : ℝ => Real.exp (-(r * s) ^ 2)) := by fun_prop
  have hadd := intervalIntegral.integral_add_adjacent_intervals
    (hc.intervalIntegrable (μ := MeasureTheory.volume) 0 w₁)
    (hc.intervalIntegrable (μ := MeasureTheory.volume) w₁ w₂)
  -- the Gaussian integrand lies between 0 and 1
  have h0 : 0 ≤ ∫ s in w₁..w₂, Real.exp (-(r * s) ^ 2) :=
    intervalIntegral.integral_nonneg h (fun s _ => (Real.exp_pos _).le)
  have h1 : (∫ s in w₁..w₂, Real.exp (-(r * s) ^ 2)) ≤ ∫ _s in w₁..w₂, (1 : ℝ) :=
    intervalIntegral.integral_mono_on h (hc.intervalIntegrable _ _)
      (continuous_const.intervalIntegrable _ _)
      (fun s _ => Real.exp_le_one_iff.mpr (neg_nonpos.mpr (sq_nonneg _)))
  have h2 : (∫ _s in w₁..w₂, (1 : ℝ)) = w₂ - w₁ := by simp
  rw [h2] at h1
  have hp : 0 ≤ 2 / √Real.pi := by positivity
  have e0 := mul_nonneg hp h0
  have e1 := mul_le_mul_of_nonneg_left h1 hp
  have e2 : 2 / √Real.pi * (w₂ - w₁) = 2 * (w₂ - w₁) / √Real.pi := by ring
  rw [lrKernel_eq_integral, lrKernel_eq_integral, ← hadd, mul_add]
  constructor <;> linarith
```

## Counting pairs

With indices starting at $0$, electron $k$ has $k$ partners of lower index. A constant pair energy $c$ thus sums to

$$\sum_{k=0}^{N-1}k\,c=\frac{N(N-1)}{2}\,c ,$$

which is zero for $N=0$ and $N=1$. The sum of the first integers is proved by induction.

```lean
/-- A constant pair energy `c` summed over all pairs of `N` electrons gives `N(N-1)/2 · c`. -/
theorem sum_pairs_const (N : ℕ) (c : ℝ) :
    ∑ k : Fin N, ∑ _j ∈ Finset.Iio k, c = N * (N - 1) / 2 * c := by
  have h : ∀ n : ℕ, ∑ k ∈ Finset.range n, (k : ℝ) = n * (n - 1) / 2 := by
    intro n
    induction n with
    | zero => simp
    | succ n ih => rw [Finset.sum_range_succ, ih]; push_cast; ring
  simp only [Finset.sum_const, Fin.card_Iio, nsmul_eq_mul]
  rw [← Finset.sum_mul, Fin.sum_univ_eq_sum_range (fun k => (k : ℝ)) N, h]
```

Together with the pair bound this gives, in every configuration,

$$0\le V_{w_2}(X_i)-V_{w_1}(X_i)\le\frac{N(N-1)(w_2-w_1)}{\sqrt\pi}.$$

What remains is to carry these bounds from the diagonal of the Hamiltonian to its lowest eigenvalue.

## The variational principle for a real symmetric matrix

A diagonal potential $d$ contributes to the quadratic form only through the squared components of the vector:

$$v\cdot(A+\operatorname{diag}d)\,v=v\cdot Av+\sum_i d_i v_i^2 .$$

Vectors are not normalised here. The energy expectation value is this expression divided by $v\cdot v$, and the potential then enters as its average with weights $v_i^2/(v\cdot v)$.

```lean
/-- A diagonal potential `d` adds the sum of `d i * v i ^ 2` to the quadratic form of `A`. -/
theorem form_add_diagonal (A : Matrix ι ι ℝ) (d v : ι → ℝ) :
    v ⬝ᵥ (A + diagonal d) *ᵥ v = v ⬝ᵥ A *ᵥ v + ∑ i, d i * v i ^ 2 := by
  rw [Matrix.add_mulVec, dotProduct_add]
  congr 1
  simp only [dotProduct, Matrix.mulVec_diagonal]
  exact Finset.sum_congr rfl (fun i _ => by ring)
```

The spectral theorem supplies at least one real eigenvalue of a symmetric matrix of nonzero size. Every eigenvalue is a root of the characteristic polynomial, so there are finitely many. A finite nonempty set of reals contains its infimum, and hence the ground energy is the least eigenvalue. These two properties of the set are `hne` and `hfin` in the proof.

```lean
/-- The ground energy of a real symmetric matrix of nonzero size is its lowest eigenvalue. -/
theorem groundEnergy_isLeast [Nonempty ι] {A : Matrix ι ι ℝ} (hA : A.IsSymm) :
    IsLeast (energies A) (groundEnergy A) := by
  have hH : A.IsHermitian := (Matrix.conjTranspose_eq_transpose_of_trivial A).trans hA
  have hne : (energies A).Nonempty := by
    obtain ⟨i⟩ := ‹Nonempty ι›
    refine ⟨hH.eigenvalues i, (hH.eigenvectorBasis i).ofLp, fun h => ?_,
      hH.mulVec_eigenvectorBasis i⟩
    exact hH.eigenvectorBasis.orthonormal.ne_zero i (by ext j; exact congrFun h j)
  -- eigenvalues are roots of the characteristic polynomial
  have hfin : (energies A).Finite := by
    refine (Polynomial.finite_setOfPred_isRoot A.charpoly_monic.ne_zero).subset ?_
    rintro μ ⟨v, hv, h⟩
    change A.charpoly.eval μ = 0
    rw [Matrix.eval_charpoly]
    refine Matrix.exists_mulVec_eq_zero_iff.mp ⟨v, hv, ?_⟩
    rw [Matrix.sub_mulVec, h]
    ext j
    simp [Matrix.scalar_apply]
  exact ⟨hne.csInf_mem hfin, fun μ hμ => csInf_le hfin.bddBelow hμ⟩
```

Write $E_0$ for the ground energy of $A$, and let $B=A-E_0\mathbb 1$. If $Bu=\lambda u$ with $u\ne0$, then $Au=(\lambda+E_0)u$, so $\lambda+E_0\ge E_0$ and $\lambda\ge0$. A symmetric matrix without negative eigenvalues is positive semidefinite, so $x\cdot Bx\ge0$, which is

$$E_0\,(x\cdot x)\le x\cdot Ax .$$

For $x\neq0$, division by $x\cdot x$ gives the usual statement that no trial vector has an expectation value below the ground energy. The shift by $-E_0$ is written as a constant diagonal potential, which lets the previous formula be applied again.

```lean
/-- Variational principle: for a real symmetric matrix `A`, the quadratic form at any vector `x` is
at least the ground energy times `x ⬝ᵥ x`. -/
theorem variational [Nonempty ι] {A : Matrix ι ι ℝ} (hA : A.IsSymm) (x : ι → ℝ) :
    groundEnergy A * (x ⬝ᵥ x) ≤ x ⬝ᵥ A *ᵥ x := by
  have hS : (A + diagonal (fun _ => -groundEnergy A)).IsSymm :=
    hA.add (Matrix.isSymm_diagonal _)
  have hB : (A + diagonal (fun _ => -groundEnergy A)).IsHermitian :=
    (Matrix.conjTranspose_eq_transpose_of_trivial _).trans hS
  -- the shifted matrix has no negative eigenvalue
  have hpsd := hB.posSemidef_iff_eigenvalues_nonneg.mpr (fun i => by
    have hev := hB.mulVec_eigenvectorBasis i
    have hmem : hB.eigenvalues i + groundEnergy A ∈ energies A := by
      refine ⟨(hB.eigenvectorBasis i).ofLp, fun h => ?_, ?_⟩
      · exact hB.eigenvectorBasis.orthonormal.ne_zero i (by ext j; exact congrFun h j)
      · funext j
        have hj := congrFun hev j
        simp only [Matrix.add_mulVec, Pi.add_apply, Matrix.mulVec_diagonal, Pi.smul_apply,
          smul_eq_mul] at hj ⊢
        linear_combination hj
    have hle := (groundEnergy_isLeast hA).2 hmem
    change (0 : ℝ) ≤ hB.eigenvalues i
    linarith)
  have h := hpsd.dotProduct_mulVec_nonneg x
  rw [star_trivial, form_add_diagonal, ← Finset.mul_sum] at h
  have hx : x ⬝ᵥ x = ∑ i, x i ^ 2 := Finset.sum_congr rfl (fun i _ => by ring)
  rw [hx]
  linarith
```

## Comparing two potentials with one trial vector

Let $d$ and $d'$ be diagonal potentials with $d_i\le d'_i+c$ for every $i$, and let $E[d]$ be the ground energy of $A+\operatorname{diag}d$. Take a ground vector $v$ for $d'$ as a trial vector for $d$:

$$\begin{aligned}
E[d]\,(v\cdot v)&\le v\cdot Av+\sum_i d_i v_i^2\\
&\le v\cdot Av+\sum_i d'_i v_i^2+c\,(v\cdot v)\\
&=(E[d']+c)\,(v\cdot v).
\end{aligned}$$

Since $v\cdot v>0$, it follows that $E[d]\le E[d']+c$. The constant $c$ may have either sign. In the proof, `hvar` is the first inequality, `hsum` and `hsplit` give the second, and `hE` is the eigenvalue equation used in the last line.

```lean
/-- If `d i ≤ d' i + c` for every `i`, then adding `d` to the diagonal of a real symmetric matrix of
nonzero size gives a ground energy at most `c` above the one obtained by adding `d'`. -/
theorem groundEnergy_le_add [Nonempty ι] {A : Matrix ι ι ℝ} (hA : A.IsSymm) {d d' : ι → ℝ}
    {c : ℝ} (h : ∀ i, d i ≤ d' i + c) :
    groundEnergy (A + diagonal d) ≤ groundEnergy (A + diagonal d') + c := by
  -- the ground vector for d' serves as trial vector for d
  obtain ⟨v, hv, hev⟩ := (groundEnergy_isLeast (hA.add (Matrix.isSymm_diagonal d'))).1
  have hvar := variational (hA.add (Matrix.isSymm_diagonal d)) v
  have hE := form_add_diagonal A d' v
  rw [hev, dotProduct_smul, smul_eq_mul] at hE
  rw [form_add_diagonal] at hvar
  have hpos : 0 < v ⬝ᵥ v := by
    obtain ⟨i, hi⟩ := Function.ne_iff.mp hv
    exact Finset.sum_pos' (fun j _ => mul_self_nonneg (v j))
      ⟨i, Finset.mem_univ i, mul_self_pos.mpr hi⟩
  have hsum : ∑ i, d i * v i ^ 2 ≤ ∑ i, (d' i + c) * v i ^ 2 :=
    Finset.sum_le_sum (fun i _ => mul_le_mul_of_nonneg_right (h i) (sq_nonneg _))
  have hsplit : ∑ i, (d' i + c) * v i ^ 2 = ∑ i, d' i * v i ^ 2 + c * (v ⬝ᵥ v) := by
    simp only [dotProduct, Finset.mul_sum, ← Finset.sum_add_distrib]
    exact Finset.sum_congr rfl (fun i _ => by ring)
  refine le_of_mul_le_mul_right ?_ hpos
  rw [add_mul]
  linarith
```

## The bounds on the ground energy

Both halves of the result come from this comparison, with the roles of the two potentials exchanged.

- For the lower bound, take $d=V_{w_1}$, $d'=V_{w_2}$ and $c=0$. The repulsion does not decrease in any configuration, so $E(w_1)\le E(w_2)$.
- For the upper bound, take $d=V_{w_2}$, $d'=V_{w_1}$ and $c=N(N-1)(w_2-w_1)/\sqrt\pi$, the largest increment allowed by the pair count.

The theorem says: for a nonempty finite set of configurations `X`, a symmetric real `H₀` and `w₁ ≤ w₂`, the ground energy does not fall, and its rise is at most the stated amount. In the second half, `hs` adds up the pair increments and `sum_pairs_const` evaluates the constant part.

```lean
/-- When the range parameter grows from `w₁` to `w₂`, the lowest eigenvalue of the `N`-electron
Hamiltonian with real symmetric `H₀` does not decrease, and it rises by at most
`N(N-1)(w₂ - w₁)/√π`. -/
theorem groundEnergy_range_separation [Nonempty ι] {H₀ : Matrix ι ι ℝ} (hH : H₀.IsSymm)
    (X : ι → Fin N → EuclideanSpace ℝ (Fin 3)) {w₁ w₂ : ℝ} (h : w₁ ≤ w₂) :
    groundEnergy (hamiltonian H₀ X w₁) ≤ groundEnergy (hamiltonian H₀ X w₂) ∧
      groundEnergy (hamiltonian H₀ X w₂) - groundEnergy (hamiltonian H₀ X w₁) ≤
        N * (N - 1) * (w₂ - w₁) / √Real.pi := by
  constructor
  · have hlow := groundEnergy_le_add hH (c := 0)
      (d := fun i => pairRepulsion w₁ (X i)) (d' := fun i => pairRepulsion w₂ (X i))
      (fun i => by
        rw [add_zero]
        exact Finset.sum_le_sum (fun k _ => Finset.sum_le_sum
          (fun j _ => (lrKernel_increment h _).1)))
    rw [add_zero] at hlow
    exact hlow
  · refine sub_le_iff_le_add'.mpr (groundEnergy_le_add hH (fun i => ?_))
    -- add up the largest possible increment over all pairs
    have hs : pairRepulsion w₂ (X i) ≤ ∑ k : Fin N, ∑ j ∈ Finset.Iio k,
        (lrKernel w₁ (dist (X i j) (X i k)) + 2 * (w₂ - w₁) / √Real.pi) :=
      Finset.sum_le_sum (fun k _ => Finset.sum_le_sum
        (fun j _ => (lrKernel_increment h _).2))
    simp only [Finset.sum_add_distrib] at hs
    rw [sum_pairs_const] at hs
    refine hs.trans (le_of_eq ?_)
    rw [pairRepulsion]
    ring
```

## Equality for coincident electrons

Suppose that within each configuration all electrons sit at one point, which may differ from one configuration to another. Every pair then contributes $2w/\sqrt\pi$, and

$$V_w(X_i)=\frac{N(N-1)}{2}\cdot\frac{2w}{\sqrt\pi}=\frac{N(N-1)\,w}{\sqrt\pi}$$

for every $i$. Changing $w$ shifts the whole matrix by a multiple of the identity, and the ground energy moves by exactly that shift. The prefactor in the upper bound therefore cannot be lowered in a theorem that allows arbitrary configurations. For $N\ge3$ the example is mathematical and not a physical state of electrons: at least two of them have the same spin, and an antisymmetric wavefunction vanishes where those two coincide. The prefactor does not depend on coincidence, however. For every fixed $r$, $g_w(r)/w\to2/\sqrt\pi$ as $w\to0$, so $(E(w)-E(0))/w\to N(N-1)/\sqrt\pi$ for any finite set of configurations.

The hypothesis `hX` expresses the coincidence, and no order between `w₁` and `w₂` is required. The proof applies the comparison twice, with $c$ equal to the shift and to its negative, and the two inequalities combine into an equality.

```lean
/-- For a nonempty set of configurations, in each of which all electrons sit at one point, and real
symmetric `H₀`, the lowest eigenvalue changes by exactly `N(N-1)(w₂ - w₁)/√π`. -/
theorem groundEnergy_coincident [Nonempty ι] {H₀ : Matrix ι ι ℝ} (hH : H₀.IsSymm)
    (X : ι → Fin N → EuclideanSpace ℝ (Fin 3)) (hX : ∀ i j k, X i j = X i k) (w₁ w₂ : ℝ) :
    groundEnergy (hamiltonian H₀ X w₂) - groundEnergy (hamiltonian H₀ X w₁) =
      N * (N - 1) * (w₂ - w₁) / √Real.pi := by
  have hrep : ∀ w i, pairRepulsion w (X i) = N * (N - 1) / 2 * (2 * w / √Real.pi) := by
    intro w i
    have hk : ∀ j k, lrKernel w (dist (X i j) (X i k)) = 2 * w / √Real.pi := by
      intro j k
      rw [hX i j k, dist_self, lrKernel, if_pos rfl]
    simp only [pairRepulsion, hk]
    exact sum_pairs_const N _
  -- the two Hamiltonians differ by a constant, so the comparison works both ways
  have hup : groundEnergy (hamiltonian H₀ X w₂) ≤
      groundEnergy (hamiltonian H₀ X w₁) + N * (N - 1) * (w₂ - w₁) / √Real.pi :=
    groundEnergy_le_add hH (fun i => le_of_eq (by rw [hrep, hrep]; ring))
  have hdown : groundEnergy (hamiltonian H₀ X w₁) ≤
      groundEnergy (hamiltonian H₀ X w₂) + -(N * (N - 1) * (w₂ - w₁) / √Real.pi) :=
    groundEnergy_le_add hH (fun i => le_of_eq (by rw [hrep, hrep]; ring))
  linarith

end

end RangeSeparatedGroundEnergy
```

```lean
#print axioms RangeSeparatedGroundEnergy.groundEnergy_le_add
-- 'RangeSeparatedGroundEnergy.groundEnergy_le_add' depends on axioms: [propext, Classical.choice, Quot.sound]
#print axioms RangeSeparatedGroundEnergy.groundEnergy_range_separation
-- 'RangeSeparatedGroundEnergy.groundEnergy_range_separation' depends on axioms: [propext, Classical.choice, Quot.sound]
#print axioms RangeSeparatedGroundEnergy.groundEnergy_coincident
-- 'RangeSeparatedGroundEnergy.groundEnergy_coincident' depends on axioms: [propext, Classical.choice, Quot.sound]
```
